# The Elman bound: geometric decay of minimal-residual steps for bounded coercive operators

In a self-consistent-field calculation close to convergence, an input density $n$ produces an output density $F(n)$, and the residual $r = F(n) - n$ measures the remaining inconsistency. Mixing a fraction $\alpha$ of the residual into the density, $n \to n + \alpha r$, changes the residual to first order into

$$r - \alpha A r, \qquad A = 1 - F'.$$

The operator $A$ need not be symmetric. If each $\alpha$ is chosen to make the next residual as short as possible, how fast does the residual shrink?

## The claim and its derivation

Let $A$ be a linear operator on a real inner product space. Suppose that there are constants $m > 0$ and $L$ such that, for all $v$,

$$\langle v, A v\rangle \ge m\|v\|^2, \qquad \|A v\| \le L\|v\|.$$

The first condition is called coercivity. In the mixing problem it says that a change of density of unit norm, in any direction, meets a restoring response of at least $m$ along that same direction. The constant $L$ limits the total response. In finite dimension the best $m$ is the smallest eigenvalue of the symmetric part $(A + A^T)/2$, and the best $L$ is the largest singular value of $A$.

Let $r_{k+1} = r_k - \alpha_k A r_k$, with $\alpha_k$ minimising $\|r_{k+1}\|$. Then

$$\|r_k\|^2 \le \left(1 - \frac{m^2}{L^2}\right)^k \|r_0\|^2 .$$

**One step.** For any step length $\beta$,

$$\|r - \beta A r\|^2 = \|r\|^2 - 2\beta\langle r, A r\rangle + \beta^2\|A r\|^2 .$$

If $A r \ne 0$, this parabola has its minimum at $\alpha = \langle r, A r\rangle/\|A r\|^2$. The bound doesn't need this formula. In a space with a nonzero vector $v$, the Cauchy–Schwarz inequality gives $m\|v\|^2 \le \langle v, A v\rangle \le L\|v\|^2$, hence $0 < m \le L$. Now insert the fixed step $\beta = m/L^2$:

$$\|r - \beta A r\|^2 \le \|r\|^2 - \frac{2m^2}{L^2}\|r\|^2 + \frac{m^2}{L^4}L^2\|r\|^2 = \left(1 - \frac{m^2}{L^2}\right)\|r\|^2 .$$

The optimal step does at least as well, and it requires no knowledge of $m$ or $L$.

**Many steps.** Since $m \le L$, the factor $q = 1 - m^2/L^2$ is nonnegative. From $\|r_k\|^2 \le q^k\|r_0\|^2$ it follows that $\|r_{k+1}\|^2 \le q\|r_k\|^2 \le q^{k+1}\|r_0\|^2$, which is the induction step. If the space contains only the zero vector, both sides of the bound vanish.

**GMRES.** After $k$ steps, GMRES makes $\|p(A)r_0\|$ minimal over all real polynomials $p$ with $\deg p \le k$ and $p(0) = 1$. The polynomial $(1 - (m/L^2)X)^k$ is admissible and represents $k$ fixed steps, so the GMRES residual obeys the same bound.

**Sharpness.** Identify the plane with $\mathbb{C}$ and let $A$ be multiplication by $z$ with $\operatorname{Re} z > 0$. Then $\langle v, zv\rangle = \operatorname{Re} z\,|v|^2$ and $|zv| = |z||v|$, so $m = \operatorname{Re} z$ and $L = |z|$. For every $\alpha$,

$$|r - \alpha z r|^2 - \left(1 - \frac{m^2}{L^2}\right)|r|^2 = \left(\alpha L - \frac{m}{L}\right)^2 |r|^2 \ge 0 .$$

No step length beats the bound, and the optimal one attains it.

**A numerical instance.** Take $z = 2 + i$, that is,

$$A = \begin{pmatrix} 2 & -1 \\ 1 & 2 \end{pmatrix}, \qquad m = 2, \quad L^2 = 5, \quad q = \tfrac15 .$$

From $r_0 = (1, 0)$ we get $A r_0 = (2, 1)$, $\alpha_0 = 2/5$ and $r_1 = (1/5, -2/5)$, with $\|r_1\|^2 = 1/5$. Next, $A r_1 = (4/5, -3/5)$ and $\alpha_1 = 2/5$ give $r_2 = (-3/25, -4/25)$, with $\|r_2\|^2 = 1/25$. Both values equal the bound.

**Without coercivity.** Positive eigenvalues are not enough. The matrix

$$A = \begin{pmatrix} 1 & 2 \\ 0 & 1 \end{pmatrix}$$

has only the eigenvalue $1$, but $r_0 = (1, -1)$ gives $A r_0 = (-1, -1)$ and $\langle r_0, A r_0\rangle = 0$. The optimal step length is zero, and the iteration stays at $r_0$ forever.

## The formal development

The space `E` is an arbitrary real inner product space, of finite or infinite dimension.

```lean
import Mathlib

open Polynomial

namespace ElmanBound

variable {E : Type*} [NormedAddCommGroup E] [InnerProductSpace ℝ E]
```

A minimal-residual step is a relation between the old residual `r` and the new one `r'`. The new residual lies on the search line, and no point of that line is shorter. The definition contains no division, so it also covers the case $A r = 0$.

```lean
/-- A minimal-residual step: the new residual `r'` has the form `r - α A r`, and no other
real step length gives a residual of smaller norm. -/
def IsMinResStep (A : E →ₗ[ℝ] E) (r r' : E) : Prop :=
  ∃ α : ℝ, r' = r - α • A r ∧ ∀ β : ℝ, ‖r'‖ ≤ ‖r - β • A r‖
```

A GMRES residual is described through polynomials. `aeval A p r₀` is the vector $p(A)r_0$, and `natDegree` is the degree. The first part of the definition says that `s` has the required form, the second that it is shortest. The definition describes the minimiser and not the Arnoldi procedure that computes it; rounding errors play no part.

```lean
/-- A GMRES residual after `k` steps: a vector `p(A) r₀` with `deg p ≤ k` and `p(0) = 1`,
of smallest norm among all vectors of this form. -/
def IsGMRESResidual (A : E →ₗ[ℝ] E) (r₀ : E) (k : ℕ) (s : E) : Prop :=
  (∃ p : ℝ[X], p.natDegree ≤ k ∧ p.eval 0 = 1 ∧ s = aeval A p r₀) ∧
    ∀ p : ℝ[X], p.natDegree ≤ k → p.eval 0 = 1 → ‖s‖ ≤ ‖aeval A p r₀‖
```

The first lemma is the expansion of the squared norm, with `inner ℝ r (A r)` for $\langle r, A r\rangle$.

```lean
/-- Expansion of the squared residual norm in powers of the step length `β`. -/
theorem norm_sq_step (A : E →ₗ[ℝ] E) (r : E) (β : ℝ) :
    ‖r - β • A r‖ ^ 2 = ‖r‖ ^ 2 - 2 * β * inner ℝ r (A r) + β ^ 2 * ‖A r‖ ^ 2 := by
  rw [norm_sub_sq_real, inner_smul_right, norm_smul, mul_pow, Real.norm_eq_abs, sq_abs]
  ring
```

The next theorem recovers the usual step-length formula whenever $A r \ne 0$, without assuming coercivity. Its central identity, `key`, completes the square around the optimal length `a`. In one direction, minimality forces $(\alpha - a)^2 \le 0$, hence $\alpha = a$. In the other, the added square is nonnegative, so `a` is optimal.

```lean
/-- If `A r ≠ 0`, the minimal-residual step is the one with step length
`⟨r, A r⟩ / ‖A r‖²`, and no other. -/
theorem isMinResStep_iff (A : E →ₗ[ℝ] E) {r r' : E} (h : A r ≠ 0) :
    IsMinResStep A r r' ↔ r' = r - (inner ℝ r (A r) / ‖A r‖ ^ 2) • A r := by
  have hw : 0 < ‖A r‖ ^ 2 := pow_pos (norm_pos_iff.2 h) 2
  obtain ⟨a, ha⟩ : ∃ a : ℝ, a = inner ℝ r (A r) / ‖A r‖ ^ 2 := ⟨_, rfl⟩
  have hc : a * ‖A r‖ ^ 2 = inner ℝ r (A r) := by
    rw [ha, div_mul_cancel₀ _ hw.ne']
  rw [← ha]
  -- complete the square in the step length
  have key : ∀ β : ℝ, ‖r - β • A r‖ ^ 2 =
      ‖r - a • A r‖ ^ 2 + (β - a) ^ 2 * ‖A r‖ ^ 2 := by
    intro β
    rw [norm_sq_step, norm_sq_step]
    linear_combination 2 * (β - a) * hc
  constructor
  · rintro ⟨α, rfl, hmin⟩
    have h1 := pow_le_pow_left₀ (norm_nonneg _) (hmin a) 2
    rw [key α] at h1
    have h2 : (α - a) ^ 2 ≤ 0 := by
      by_contra hn
      have := mul_pos (not_le.1 hn) hw
      linarith
    have h3 : α - a = 0 :=
      (pow_eq_zero_iff two_ne_zero).1 (le_antisymm h2 (sq_nonneg _))
    rw [sub_eq_zero.1 h3]
  · rintro rfl
    refine ⟨a, rfl, fun β => ?_⟩
    refine (pow_le_pow_iff_left₀ (norm_nonneg _) (norm_nonneg _) two_ne_zero).1 ?_
    rw [key β]
    linarith [mul_nonneg (sq_nonneg (β - a)) hw.le]
```

The hypotheses `hm`, `hA` and `hL` are $m > 0$, coercivity and the norm bound. They are assumed of `A`; for a particular physical system they have to be established separately. In the proof of the one-step estimate, `h1` squares the norm bound, `h2` multiplies coercivity by $m/L^2$, and `h3` bounds the quadratic term. The case `L = 0`, possible only in the zero space, is handled by Lean's convention that division by zero gives zero.

```lean
/-- For `⟨v, A v⟩ ≥ m‖v‖²` with `m > 0` and `‖A v‖ ≤ L‖v‖`, a step of fixed length `m/L²`
multiplies the squared residual norm by at most `1 - m²/L²`. -/
theorem fixed_step_bound (A : E →ₗ[ℝ] E) {m L : ℝ} (hm : 0 < m)
    (hA : ∀ v, m * ‖v‖ ^ 2 ≤ inner ℝ v (A v)) (hL : ∀ v, ‖A v‖ ≤ L * ‖v‖) (r : E) :
    ‖r - (m / L ^ 2) • A r‖ ^ 2 ≤ (1 - m ^ 2 / L ^ 2) * ‖r‖ ^ 2 := by
  have h1 : ‖A r‖ ^ 2 ≤ L ^ 2 * ‖r‖ ^ 2 := by
    have := pow_le_pow_left₀ (norm_nonneg _) (hL r) 2
    rwa [mul_pow] at this
  have hβ : 0 ≤ m / L ^ 2 := by positivity
  have e : (m / L ^ 2) ^ 2 * L ^ 2 = m ^ 2 / L ^ 2 := by
    by_cases h : L = 0
    · simp [h]
    · field_simp
  -- the linear term gains twice what the quadratic term costs
  have h2 : m ^ 2 / L ^ 2 * ‖r‖ ^ 2 ≤ m / L ^ 2 * inner ℝ r (A r) := by
    calc m ^ 2 / L ^ 2 * ‖r‖ ^ 2 = m / L ^ 2 * (m * ‖r‖ ^ 2) := by ring
      _ ≤ _ := mul_le_mul_of_nonneg_left (hA r) hβ
  have h3 := mul_le_mul_of_nonneg_left h1 (sq_nonneg (m / L ^ 2))
  rw [← mul_assoc, e] at h3
  rw [norm_sq_step]
  linarith
```

The induction is stated for any sequence `s` whose squared norm contracts by $q$ in each step, so that it serves both methods. The proof first separates off the zero space. Otherwise it takes a nonzero vector and shows $q \ge 0$: a negative $q$ would put a negative upper bound on a square in `fixed_step_bound`. This replaces the Cauchy–Schwarz argument used above.

```lean
/-- For `⟨v, A v⟩ ≥ m‖v‖²` with `m > 0` and `‖A v‖ ≤ L‖v‖`, a contraction of the squared
norm by `1 - m²/L²` in every step accumulates to the `k`-th power after `k` steps. -/
theorem geometric_decay (A : E →ₗ[ℝ] E) {m L : ℝ} (hm : 0 < m)
    (hA : ∀ v, m * ‖v‖ ^ 2 ≤ inner ℝ v (A v)) (hL : ∀ v, ‖A v‖ ≤ L * ‖v‖) (s : ℕ → E)
    (hs : ∀ k, ‖s (k + 1)‖ ^ 2 ≤ (1 - m ^ 2 / L ^ 2) * ‖s k‖ ^ 2) (k : ℕ) :
    ‖s k‖ ^ 2 ≤ (1 - m ^ 2 / L ^ 2) ^ k * ‖s 0‖ ^ 2 := by
  rcases subsingleton_or_nontrivial E with hE | hE
  · have h0 : ∀ j, s j = 0 := fun j => Subsingleton.elim _ _
    simp [h0]
  · -- a nonzero vector shows that the contraction factor is not negative
    have hq : 0 ≤ 1 - m ^ 2 / L ^ 2 := by
      obtain ⟨v, hv⟩ := exists_ne (0 : E)
      by_contra hn
      have h1 := mul_neg_of_neg_of_pos (not_le.1 hn) (pow_pos (norm_pos_iff.2 hv) 2)
      have h2 := fixed_step_bound A hm hA hL v
      linarith [sq_nonneg ‖v - (m / L ^ 2) • A v‖]
    induction k with
    | zero => simp
    | succ k ih =>
      calc ‖s (k + 1)‖ ^ 2 ≤ (1 - m ^ 2 / L ^ 2) * ‖s k‖ ^ 2 := hs k
        _ ≤ (1 - m ^ 2 / L ^ 2) * ((1 - m ^ 2 / L ^ 2) ^ k * ‖s 0‖ ^ 2) :=
          mul_le_mul_of_nonneg_left ih hq
        _ = _ := by ring
```

In the main theorem, `hr` says that every successive pair of residuals forms a minimal-residual step. The proof compares each step with the fixed length `m / L ^ 2` and passes the resulting contraction to `geometric_decay`. For self-consistent-field mixing, this gives a guaranteed convergence rate within the linearised model, provided that its response operator is coercive and bounded in the chosen inner product.

```lean
/-- Elman bound: if `⟨v, A v⟩ ≥ m‖v‖²` with `m > 0` and `‖A v‖ ≤ L‖v‖`, then `k`
minimal-residual steps give `‖r_k‖² ≤ (1 - m²/L²)^k ‖r_0‖²`. -/
theorem elman_bound (A : E →ₗ[ℝ] E) {m L : ℝ} (hm : 0 < m)
    (hA : ∀ v, m * ‖v‖ ^ 2 ≤ inner ℝ v (A v)) (hL : ∀ v, ‖A v‖ ≤ L * ‖v‖) (r : ℕ → E)
    (hr : ∀ k, IsMinResStep A (r k) (r (k + 1))) (k : ℕ) :
    ‖r k‖ ^ 2 ≤ (1 - m ^ 2 / L ^ 2) ^ k * ‖r 0‖ ^ 2 := by
  refine geometric_decay A hm hA hL r (fun j => ?_) k
  -- the optimal step is at least as good as the fixed one
  obtain ⟨_, _, hmin⟩ := hr j
  exact (pow_le_pow_left₀ (norm_nonneg _) (hmin (m / L ^ 2)) 2).trans
    (fixed_step_bound A hm hA hL (r j))
```

For GMRES, `hp` identifies the polynomial $1 - \beta X$ with one step of length $\beta$, and `hdeg` checks that its $k$-th power has degree at most $k$. The powers applied to `r₀` form a sequence of fixed steps, to which `geometric_decay` applies. Minimality of `s` then finishes the argument.

```lean
/-- If `⟨v, A v⟩ ≥ m‖v‖²` with `m > 0` and `‖A v‖ ≤ L‖v‖`, the GMRES residual after `k`
steps obeys the same bound `‖s‖² ≤ (1 - m²/L²)^k ‖r₀‖²`. -/
theorem elman_bound_gmres (A : E →ₗ[ℝ] E) {m L : ℝ} (hm : 0 < m)
    (hA : ∀ v, m * ‖v‖ ^ 2 ≤ inner ℝ v (A v)) (hL : ∀ v, ‖A v‖ ≤ L * ‖v‖)
    {r₀ s : E} {k : ℕ} (hs : IsGMRESResidual A r₀ k s) :
    ‖s‖ ^ 2 ≤ (1 - m ^ 2 / L ^ 2) ^ k * ‖r₀‖ ^ 2 := by
  have hp : ∀ (β : ℝ) (v : E), aeval A (1 - C β * X : ℝ[X]) v = v - β • A v := by
    intro β v
    simp [Module.algebraMap_end_apply]
  -- trial polynomial: k fixed steps of length m/L²
  have hdeg : ((1 - C (m / L ^ 2) * X : ℝ[X]) ^ k).natDegree ≤ k := by
    have h1 : (1 - C (m / L ^ 2) * X : ℝ[X]).natDegree ≤ 1 := by compute_degree
    calc _ ≤ k * (1 - C (m / L ^ 2) * X : ℝ[X]).natDegree := natDegree_pow_le
      _ ≤ k * 1 := Nat.mul_le_mul_left k h1
      _ = k := mul_one k
  have h := geometric_decay A hm hA hL
    (fun j => aeval A ((1 - C (m / L ^ 2) * X : ℝ[X]) ^ j) r₀) (fun j => by
      simp only [pow_succ' (1 - C (m / L ^ 2) * X : ℝ[X]) j, map_mul (aeval A),
        Module.End.mul_apply, hp]
      exact fixed_step_bound A hm hA hL _) k
  simp only [pow_zero, map_one, Module.End.one_apply] at h
  exact (pow_le_pow_left₀ (norm_nonneg _) (hs.2 _ hdeg (by simp)) 2).trans h
```

The last theorem treats $\mathbb{C}$ as a real plane, with `LinearMap.mulLeft ℝ z` for multiplication by $z$. Its three conclusions are the value of the inner product, the value of the norm, and equality in the bound for every $k$. In the induction, `hup` is the upper estimate from the fixed step, and `hlow` is the lower estimate from the square displayed earlier, valid for whatever $\alpha$ was chosen. The equality concerns minimal-residual steps. GMRES can be much faster: in the numerical instance $A^2 - 4A + 5 = 0$, so two GMRES steps remove the residual entirely.

```lean
/-- Sharpness: multiplication by `z` with `Re z > 0` on the real plane `ℂ` meets the hypotheses with
`m = Re z` and `L = |z|`, and for residuals produced by minimal-residual steps the Elman bound is an
equality for every `k`. -/
theorem elman_bound_sharp {z : ℂ} (hz : 0 < z.re) (r : ℕ → ℂ)
    (hr : ∀ k, IsMinResStep (LinearMap.mulLeft ℝ z) (r k) (r (k + 1))) :
    (∀ v : ℂ, inner ℝ v (LinearMap.mulLeft ℝ z v) = z.re * ‖v‖ ^ 2) ∧
    (∀ v : ℂ, ‖LinearMap.mulLeft ℝ z v‖ = ‖z‖ * ‖v‖) ∧
    ∀ k, ‖r k‖ ^ 2 = (1 - z.re ^ 2 / ‖z‖ ^ 2) ^ k * ‖r 0‖ ^ 2 := by
  have hin : ∀ v : ℂ, inner ℝ v (LinearMap.mulLeft ℝ z v) = z.re * ‖v‖ ^ 2 := by
    intro v
    rw [LinearMap.mulLeft_apply, Complex.inner, ← Complex.normSq_eq_norm_sq,
      Complex.normSq_apply]
    simp only [Complex.mul_re, Complex.mul_im, Complex.conj_re, Complex.conj_im]
    ring
  have hn : ∀ v : ℂ, ‖LinearMap.mulLeft ℝ z v‖ = ‖z‖ * ‖v‖ := by
    intro v
    rw [LinearMap.mulLeft_apply, norm_mul]
  have hz0 : ‖z‖ ≠ 0 := by
    intro h
    rw [norm_eq_zero.1 h] at hz
    simp at hz
  refine ⟨hin, hn, fun k => ?_⟩
  induction k with
  | zero => simp
  | succ k ih =>
    obtain ⟨α, hα, hmin⟩ := hr k
    have hup := (pow_le_pow_left₀ (norm_nonneg _) (hmin (z.re / ‖z‖ ^ 2)) 2).trans
      (fixed_step_bound _ hz (fun v => (hin v).ge) (fun v => (hn v).le) (r k))
    -- no step length can do better than the bound
    have hlow : (1 - z.re ^ 2 / ‖z‖ ^ 2) * ‖r k‖ ^ 2 ≤ ‖r (k + 1)‖ ^ 2 := by
      rw [hα, norm_sq_step, hin, hn]
      have hid : ‖r k‖ ^ 2 - 2 * α * (z.re * ‖r k‖ ^ 2) + α ^ 2 * (‖z‖ * ‖r k‖) ^ 2
          - (1 - z.re ^ 2 / ‖z‖ ^ 2) * ‖r k‖ ^ 2
          = ((α * ‖z‖ - z.re / ‖z‖) * ‖r k‖) ^ 2 := by
        field_simp
        ring
      linarith [sq_nonneg ((α * ‖z‖ - z.re / ‖z‖) * ‖r k‖)]
    rw [le_antisymm hup hlow, ih]
    ring

end ElmanBound
```

```lean
#print axioms ElmanBound.isMinResStep_iff
#print axioms ElmanBound.elman_bound
#print axioms ElmanBound.elman_bound_gmres
#print axioms ElmanBound.elman_bound_sharp
```

```
'ElmanBound.isMinResStep_iff' depends on axioms: [propext, Classical.choice, Quot.sound]
'ElmanBound.elman_bound' depends on axioms: [propext, Classical.choice, Quot.sound]
'ElmanBound.elman_bound_gmres' depends on axioms: [propext, Classical.choice, Quot.sound]
'ElmanBound.elman_bound_sharp' depends on axioms: [propext, Classical.choice, Quot.sound]
```
